# Second Rényi entropy never exceeds von Neumann entropy for a free-fermion correlation matrix

Cut a subsystem of finitely many modes out of a number-conserving free-fermion (Gaussian) state. Its reduced state is fixed by the correlation matrix $C_{ij}=\langle c_i^\dagger c_j\rangle$, and its second Rényi entropy is minus the logarithm of a single determinant. How does this compare with the von Neumann entropy, a sum over the eigenvalues $\lambda_i$ of $C$? For $0\le C\le 1$,

$$-\ln\det\bigl(C^2+(1-C)^2\bigr)\;\le\;\sum_i h(\lambda_i),\qquad h(x)=-x\ln x-(1-x)\ln(1-x),$$

with equality exactly when every $\lambda_i$ is $0$, $1/2$ or $1$. When the global state is a single Slater determinant, the left-hand side is therefore a lower bound on the entanglement entropy of the subsystem.

## Both entropies as functions of $C$

The finite type `n` labels the modes, and `C` is a complex matrix.

```lean
import Mathlib

open Matrix
open scoped ComplexOrder

namespace FreeFermionRenyiTwo

noncomputable section

variable {n : Type*} [Fintype n] [DecidableEq n]
```

`renyiTwo` takes the real part of the determinant because Lean's real logarithm needs a real argument; for Hermitian `C` the determinant is real by `det_eq_prod` below, so nothing is lost.

```lean
/-- Second Rényi entropy of the free-fermion state with correlation matrix `C`,
`-ln det (C² + (1 - C)²)`. -/
def renyiTwo (C : Matrix n n ℂ) : ℝ :=
  -Real.log (C ^ 2 + (1 - C) ^ 2).det.re
```

`vonNeumann` requires a proof that `C` is Hermitian, since that proof supplies the real eigenvalues. `Real.binEntropy` is $h$, in nats.

```lean
/-- Von Neumann entropy of the free-fermion state: the sum of the binary entropies (in nats)
of the eigenvalues of the correlation matrix. -/
def vonNeumann {C : Matrix n n ℂ} (hC : C.IsHermitian) : ℝ :=
  ∑ i, Real.binEntropy (hC.eigenvalues i)
```

In natural orbitals the modes are independent, so the pattern with exactly the modes in $S$ filled has probability $p_S=\prod_{i\in S}\lambda_i\prod_{i\notin S}(1-\lambda_i)$.

```lean
/-- Probability that exactly the modes in `S` are filled, when mode `i` is filled
independently with probability `l i`. -/
def patternWeight (l : n → ℝ) (S : Finset n) : ℝ :=
  (∏ i ∈ S, l i) * ∏ i ∈ Finset.univ \ S, (1 - l i)
```

These formulas are taken as definitions; no Fock-space density matrix is constructed. Starting from such a matrix would turn the determinant formula into a theorem to be derived from Gaussianity, and the inequality into a statement about states.

The matrix $C$ is a one-particle quantity, not the many-body density matrix $\rho$ of the subsystem whose purity $\operatorname{Tr}\rho^2$ defines the second Rényi entropy: with $-\ln\operatorname{Tr}C^2$, two filled modes would have entropy $-\ln 2$ instead of $0$.

## Hermiticity gives natural orbitals

Physically, $C=C^\dagger$ because $\langle c_i^\dagger c_j\rangle^*=\langle c_j^\dagger c_i\rangle$. By hand it gives $C=U\Lambda U^\dagger$ with $U$ unitary and $\Lambda=\operatorname{diag}(\lambda_i)$, hence $1-C=U(1-\Lambda)U^\dagger$. Without it, eigenvalues can be complex and a unitary diagonalisation can fail, so the right-hand side has no meaning here.

The first lemma cancels $U^\dagger U$ inside a product; the second obtains $U$ from the spectral theorem.

```lean
/-- Products of matrices written in the same rotated basis are taken inside the rotation. -/
lemma conj_mul {U V : Matrix n n ℂ} (h : V * U = 1) (A B : Matrix n n ℂ) :
    (U * A * V) * (U * B * V) = U * (A * B) * V := by
  calc (U * A * V) * (U * B * V) = U * A * (V * U) * B * V := by simp only [mul_assoc]
    _ = U * (A * B) * V := by rw [h, mul_one]; simp only [mul_assoc]

/-- One unitary rotation to natural orbitals diagonalises both the particle matrix `C` and the
hole matrix `1 - C`. -/
theorem natural_orbitals {C : Matrix n n ℂ} (hC : C.IsHermitian) :
    ∃ U : Matrix n n ℂ, Uᴴ * U = 1 ∧
      C = U * diagonal (fun i => (hC.eigenvalues i : ℂ)) * Uᴴ ∧
      1 - C = U * diagonal (fun i => ((1 - hC.eigenvalues i : ℝ) : ℂ)) * Uᴴ := by
  obtain ⟨U, h1, h2, h3⟩ : ∃ U : Matrix n n ℂ, Uᴴ * U = 1 ∧ U * Uᴴ = 1 ∧
      C = U * diagonal (fun i => (hC.eigenvalues i : ℂ)) * Uᴴ := by
    refine ⟨hC.eigenvectorUnitary, mem_unitaryGroup_iff'.mp hC.eigenvectorUnitary.2,
      mem_unitaryGroup_iff.mp hC.eigenvectorUnitary.2, ?_⟩
    have h := hC.spectral_theorem
    rw [Unitary.conjStarAlgAut_apply] at h
    exact h
  refine ⟨U, h1, h3, ?_⟩
  have hd : diagonal (fun i => ((1 - hC.eigenvalues i : ℝ) : ℂ))
      = 1 - diagonal (fun i => (hC.eigenvalues i : ℂ)) := by
    ext i j
    by_cases h : i = j
    · subst h; simp
    · simp [h]
  rw [hd, mul_sub, sub_mul, mul_one, h2, ← h3]
```

Squaring and adding gives $U\bigl(\Lambda^2+(1-\Lambda)^2\bigr)U^\dagger$. The determinants of $U$ and $U^\dagger$ multiply to one, leaving

$$\det\bigl(C^2+(1-C)^2\bigr)=\prod_i\bigl(\lambda_i^2+(1-\lambda_i)^2\bigr).$$

```lean
/-- The determinant `det (C² + (1 - C)²)` is the product of `λ² + (1 - λ)²` over the
eigenvalues `λ` of `C`. -/
theorem det_eq_prod {C : Matrix n n ℂ} (hC : C.IsHermitian) :
    (C ^ 2 + (1 - C) ^ 2).det =
      ((∏ i, (hC.eigenvalues i ^ 2 + (1 - hC.eigenvalues i) ^ 2) : ℝ) : ℂ) := by
  obtain ⟨U, h1, h3, h4⟩ := natural_orbitals hC
  generalize hC.eigenvalues = l at h3 h4 ⊢
  have hd : Uᴴ.det * U.det = 1 := by rw [← det_mul, h1, det_one]
  have hp : ∏ i, ((l i : ℂ) * (l i : ℂ) + ((1 - l i : ℝ) : ℂ) * ((1 - l i : ℝ) : ℂ))
      = ((∏ i, (l i ^ 2 + (1 - l i) ^ 2) : ℝ) : ℂ) := by
    push_cast
    exact Finset.prod_congr rfl fun i _ => by ring
  rw [pow_two C, pow_two (1 - C), h4, h3, conj_mul h1, conj_mul h1, ← add_mul, ← mul_add,
    diagonal_mul_diagonal, diagonal_mul_diagonal, diagonal_add, det_mul, det_mul, det_diagonal,
    mul_right_comm, mul_comm U.det, hd, one_mul]
  exact hp
```

Expanding the product means choosing one term per mode, which yields $\sum_S p_S^2$. When $0\le C\le1$ the $p_S$ are probabilities and this sum is the purity. `Finset.prod_add` performs this expansion.

```lean
/-- For Hermitian `C`, the determinant `det (C² + (1 - C)²)` is the sum over all sets `S` of modes
of the squared `patternWeight` of `S`, evaluated at the eigenvalues of `C`. -/
theorem det_eq_purity {C : Matrix n n ℂ} (hC : C.IsHermitian) :
    (C ^ 2 + (1 - C) ^ 2).det =
      ((∑ S : Finset n, patternWeight hC.eigenvalues S ^ 2 : ℝ) : ℂ) := by
  rw [det_eq_prod hC, Finset.prod_add, Finset.powerset_univ]
  congr 1
  refine Finset.sum_congr rfl fun S _ => ?_
  rw [patternWeight, mul_pow, Finset.prod_pow, Finset.prod_pow]
```

## Positivity of $C$ and $1-C$ makes occupations probabilities

The condition $C\ge0$ says that no orbital has negative occupation; $1-C\ge0$ is the Pauli principle. They give $\lambda_i\ge0$ and $\lambda_i\le1$ respectively. In Lean they are `hC` and `hC'`, and `hC` also contains Hermiticity. The proof reads the upper bound off the diagonal of $U^\dagger(1-C)U$.

```lean
/-- If `0 ≤ C ≤ 1`, every eigenvalue of `C` lies between 0 and 1. -/
theorem occupation_mem {C : Matrix n n ℂ} (hC : C.PosSemidef) (hC' : (1 - C).PosSemidef)
    (i : n) : 0 ≤ hC.isHermitian.eigenvalues i ∧ hC.isHermitian.eigenvalues i ≤ 1 := by
  refine ⟨hC.eigenvalues_nonneg i, ?_⟩
  obtain ⟨U, h1, -, h4⟩ := natural_orbitals hC.isHermitian
  -- the hole matrix stays positive in the natural-orbital basis
  have hpos := hC'.conjTranspose_mul_mul_same U
  have he : Uᴴ * (1 - C) * U
      = diagonal (fun i => ((1 - hC.isHermitian.eigenvalues i : ℝ) : ℂ)) := by
    rw [h4]
    simp only [mul_assoc, h1, mul_one]
    rw [← mul_assoc, h1, one_mul]
  rw [he] at hpos
  have h := hpos.diag_nonneg (i := i)
  rw [diagonal_apply_eq] at h
  linarith [Complex.zero_le_real.mp h]
```

The single-mode estimate needs these bounds. For $0<x<1$ put $s=x^2+(1-x)^2$. From $\ln y\le y-1$,

$$x\ln\frac{x}{s}\le x\Bigl(\frac{x}{s}-1\Bigr),\qquad (1-x)\ln\frac{1-x}{s}\le(1-x)\Bigl(\frac{1-x}{s}-1\Bigr).$$

The right-hand sides add to $s/s-1=0$ and the left-hand sides to $-h(x)-\ln s$, so $-\ln s\le h(x)$. The first inequality is strict unless $x=s$, that is, $(1-x)(1-2x)=0$, which in the open interval means $x=1/2$.

`mode_lt` follows this argument, with `nlinarith` combining the two weighted inequalities.

```lean
/-- For one mode with occupation strictly between 0 and 1 and different from 1/2, the second
Rényi entropy is strictly below the binary entropy. -/
theorem mode_lt {x : ℝ} (h0 : 0 < x) (h1 : x < 1) (hx : x ≠ 1 / 2) :
    -Real.log (x ^ 2 + (1 - x) ^ 2) < Real.binEntropy x := by
  obtain ⟨s, hs⟩ : ∃ s, s = x ^ 2 + (1 - x) ^ 2 := ⟨_, rfl⟩
  have hs0 : 0 < s := by rw [hs]; positivity
  have hy : 0 < 1 - x := by linarith
  have hne : x / s ≠ 1 := by
    intro h
    rw [div_eq_one_iff_eq hs0.ne', hs] at h
    have hf : (1 - x) * (1 - 2 * x) = 0 := by linear_combination -h
    rcases mul_eq_zero.mp hf with h | h
    · linarith
    · exact hx (by linarith)
  -- the tangent line of the logarithm, strict for the filled branch
  have a := Real.log_lt_sub_one_of_pos (div_pos h0 hs0) hne
  have b := Real.log_le_sub_one_of_pos (div_pos hy hs0)
  rw [Real.log_div h0.ne' hs0.ne'] at a
  rw [Real.log_div hy.ne' hs0.ne'] at b
  have c : x * (x / s) + (1 - x) * ((1 - x) / s) = 1 := by
    calc _ = (x ^ 2 + (1 - x) ^ 2) / s := by ring
      _ = 1 := by rw [← hs, div_self hs0.ne']
  have a' := mul_lt_mul_of_pos_left a h0
  have b' := mul_le_mul_of_nonneg_left b hy.le
  rw [← hs]
  simp only [Real.binEntropy, Real.log_inv]
  nlinarith [a', b', c]
```

At $x=0$ and $x=1$ both entropies vanish (with $0\ln0=0$), and at $x=1/2$ both equal $\ln2$. `mode_bound` adds these cases.

```lean
/-- For one mode with occupation in `[0, 1]`, the second Rényi entropy is at most the binary
entropy, with equality exactly at occupation 0, 1/2 or 1. -/
theorem mode_bound {x : ℝ} (h0 : 0 ≤ x) (h1 : x ≤ 1) :
    -Real.log (x ^ 2 + (1 - x) ^ 2) ≤ Real.binEntropy x ∧
      (-Real.log (x ^ 2 + (1 - x) ^ 2) = Real.binEntropy x ↔ x = 0 ∨ x = 1 / 2 ∨ x = 1) := by
  by_cases h : x = 0 ∨ x = 1 / 2 ∨ x = 1
  · have e : -Real.log (x ^ 2 + (1 - x) ^ 2) = Real.binEntropy x := by
      rcases h with rfl | rfl | rfl
      · simp
      · rw [show (1 / 2 : ℝ) = 2⁻¹ by norm_num, Real.binEntropy_two_inv, ← Real.log_inv]
        norm_num
      · simp
    exact ⟨e.le, fun _ => h, fun _ => e⟩
  · have hlt := mode_lt (lt_of_le_of_ne h0 fun e => h (Or.inl e.symm))
      (lt_of_le_of_ne h1 fun e => h (Or.inr (Or.inr e))) fun e => h (Or.inr (Or.inl e))
    exact ⟨hlt.le, fun e => absurd e hlt.ne, fun e => absurd e h⟩
```

Without the bounds the inequality can fail. For the $1\times1$ matrix $C=(1.1)$, which violates Pauli, the left side is about $-0.199$ and the right about $-0.335$, since Lean's logarithm of a negative number is that of its absolute value. Replacing $C$ by $1-C=(-0.1)$ gives the same failure for negative occupation.

## All modes together, and equality without diagonalising

Each factor $\lambda_i^2+(1-\lambda_i)^2=\tfrac12+\tfrac12(2\lambda_i-1)^2$ is positive, so the logarithm of the product is a sum. Adding the single-mode bounds proves the inequality. Equal sums with termwise inequalities force equality in every term, which is the step `Finset.sum_eq_sum_iff_of_le`.

```lean
/-- For a correlation matrix `0 ≤ C ≤ 1`, the second Rényi entropy is at most the von Neumann
entropy, with equality exactly when every eigenvalue of `C` is 0, 1/2 or 1. -/
theorem renyiTwo_le_vonNeumann {C : Matrix n n ℂ} (hC : C.PosSemidef)
    (hC' : (1 - C).PosSemidef) :
    renyiTwo C ≤ vonNeumann hC.isHermitian ∧
      (renyiTwo C = vonNeumann hC.isHermitian ↔
        ∀ i, hC.isHermitian.eigenvalues i = 0 ∨ hC.isHermitian.eigenvalues i = 1 / 2 ∨
          hC.isHermitian.eigenvalues i = 1) := by
  have hb := fun i => mode_bound (occupation_mem hC hC' i).1 (occupation_mem hC hC' i).2
  -- the Rényi entropy is additive over natural orbitals
  have hsum : renyiTwo C = ∑ i, -Real.log (hC.isHermitian.eigenvalues i ^ 2
      + (1 - hC.isHermitian.eigenvalues i) ^ 2) := by
    rw [renyiTwo, det_eq_prod hC.isHermitian, Complex.ofReal_re, Real.log_prod,
      Finset.sum_neg_distrib]
    intro i _
    nlinarith [sq_nonneg (2 * hC.isHermitian.eigenvalues i - 1)]
  rw [hsum, vonNeumann]
  refine ⟨Finset.sum_le_sum fun i _ => (hb i).1, ?_⟩
  rw [Finset.sum_eq_sum_iff_of_le fun i _ => (hb i).1]
  exact ⟨fun h i => (hb i).2.mp (h i (Finset.mem_univ i)), fun h i _ => (hb i).2.mpr (h i)⟩
```

The equality condition can also be tested on $C$ directly:

$$C(1-C)(1-2C)=U\operatorname{diag}\bigl(\lambda_i(1-\lambda_i)(1-2\lambda_i)\bigr)U^\dagger.$$

This vanishes exactly when every diagonal entry does. The proof undoes the rotation with $U^\dagger U=1$ and splits each zero product into its three cases.

```lean
/-- For a correlation matrix `0 ≤ C ≤ 1`, the two entropies coincide exactly when
`C (1 - C) (1 - 2C) = 0`. -/
theorem renyiTwo_eq_iff_cubic {C : Matrix n n ℂ} (hC : C.PosSemidef)
    (hC' : (1 - C).PosSemidef) :
    renyiTwo C = vonNeumann hC.isHermitian ↔ C * (1 - C) * (1 - (2 : ℂ) • C) = 0 := by
  rw [(renyiTwo_le_vonNeumann hC hC').2]
  obtain ⟨U, h1, h3, h4⟩ := natural_orbitals hC.isHermitian
  generalize hC.isHermitian.eigenvalues = l at h3 h4 ⊢
  have e : C * (1 - C) * (1 - (2 : ℂ) • C)
      = U * diagonal (fun i => ((l i * (1 - l i) * (1 - l i - l i) : ℝ) : ℂ)) * Uᴴ := by
    rw [show 1 - (2 : ℂ) • C = (1 - C) - C by module, h4, h3, conj_mul h1, ← sub_mul,
      ← mul_sub, conj_mul h1, diagonal_mul_diagonal, diagonal_sub, diagonal_mul_diagonal]
    simp only [Complex.ofReal_mul, Complex.ofReal_sub]
  rw [e]
  constructor
  · intro h
    have hz : (fun i => ((l i * (1 - l i) * (1 - l i - l i) : ℝ) : ℂ)) = fun _ => 0 := by
      funext i
      rcases h i with h | h | h <;> rw [h] <;> norm_num
    rw [hz, diagonal_zero, mul_zero, zero_mul]
  · intro h i
    -- undo the rotation and read off the diagonal entry
    have hD : ∀ D : Matrix n n ℂ, U * D * Uᴴ = 0 → D = 0 := fun D hD => by
      calc D = (Uᴴ * U) * D * (Uᴴ * U) := by rw [h1, one_mul, mul_one]
        _ = Uᴴ * (U * D * Uᴴ) * U := by simp only [mul_assoc]
        _ = 0 := by rw [hD, mul_zero, zero_mul]
    have hi := congrFun (congrFun (hD _ h) i) i
    rw [diagonal_apply_eq, Matrix.zero_apply, Complex.ofReal_eq_zero] at hi
    rcases mul_eq_zero.mp hi with hi | hi
    · rcases mul_eq_zero.mp hi with hi | hi
      · exact Or.inl hi
      · exact Or.inr (Or.inr (by linarith))
    · exact Or.inr (Or.inl (by linarith))

end

end FreeFermionRenyiTwo
```

```lean
#print axioms FreeFermionRenyiTwo.det_eq_purity
-- 'FreeFermionRenyiTwo.det_eq_purity' depends on axioms: [propext, Classical.choice, Quot.sound]
#print axioms FreeFermionRenyiTwo.renyiTwo_le_vonNeumann
-- 'FreeFermionRenyiTwo.renyiTwo_le_vonNeumann' depends on axioms: [propext, Classical.choice, Quot.sound]
#print axioms FreeFermionRenyiTwo.renyiTwo_eq_iff_cubic
-- 'FreeFermionRenyiTwo.renyiTwo_eq_iff_cubic' depends on axioms: [propext, Classical.choice, Quot.sound]
```
